# Cumulant decompositions of the one- to four-particle density matrices from the exponential of a power series

Take two spin orbitals with a one-particle density matrix $\gamma$, and four anticommuting generators $\bar\eta_1,\eta_1,\bar\eta_2,\eta_2$, each with square zero. Put the density matrix into one even element,

$$\kappa=\sum_{p,q=1}^{2}\gamma_{pq}\,\bar\eta_p\eta_q .$$

The exponential of $\kappa t$ is $1+\kappa t+\tfrac12\kappa^2t^2$, because higher powers of $\kappa$ repeat a generator and vanish. In $\kappa^2$ only products of four different generators survive, and reordering them gives

$$\tfrac12\kappa^2=(\gamma_{11}\gamma_{22}-\gamma_{12}\gamma_{21})\,\bar\eta_1\eta_1\bar\eta_2\eta_2 .$$

If $\gamma_{pq}=\langle a_p^\dagger a_q\rangle$ is taken in a single Slater determinant, with $a_p^\dagger$ and $a_p$ the creation and annihilation operators, this expression is the two-particle density matrix element $\langle a_1^\dagger a_2^\dagger a_2a_1\rangle$ of the same state. The exponential has built the antisymmetrised product, including its exchange term. Its coefficients $G_1=\kappa$ and $G_2=\tfrac12\kappa^2$ also satisfy $2G_2=\kappa G_1$, so the second follows from the first by a multiplication and a division by an integer. A correlated state needs further terms in the exponent, and the problems below deal with that case.

## Density matrices as coefficients

Let $A$ be a commutative algebra over $\mathbb Q$. The even elements of a Grassmann algebra over the complex numbers are an example; there, multiplication in $A$ is the antisymmetrised product. Let

$$K=K_1t+K_2t^2+\dots,\qquad G=\exp K=1+G_1t+G_2t^2+\dots$$

with all coefficients in $A$. The element $K_n$ encodes the $n$-particle cumulant and $G_n$ the $n$-particle density matrix. The variable $t$ only counts particles.

In the code `A⟦X⟧` is the ring of power series, `X` is $t$, and `coeff n` extracts the coefficient of $t^n$, written $[t^n]$ below. The exponential is defined through its coefficients,

$$[t^n]\exp K=\sum_{m=0}^{n}\frac1{m!}\,[t^n]K^m .$$

Stopping at $m=n$ loses nothing when $K$ has no constant term, since $K^m$ then starts at order $t^m$ or later. This condition appears as the hypothesis `constantCoeff K = 0`. Physically it stands for a normalised state, whose generating series equals 1 at $t=0$ and has logarithm zero there.

The algebra $A$ stays abstract: the encoding of a wavefunction's density matrices as Grassmann elements is an interpretation placed on it. The theorems also start from a given $K$; finding a cumulant series for given density matrices, by taking a logarithm, is a separate task.

```lean
import Mathlib

open PowerSeries

namespace DensityCumulants

variable {A : Type*} [CommRing A] [Algebra ℚ A]

/-- The exponential `∑ K^m / m!` of a power series `K` without constant term; at order `n`
only the powers `m ≤ n` are kept, since the higher ones start beyond that order. -/
noncomputable def cumulantExp (K : A⟦X⟧) : A⟦X⟧ :=
  PowerSeries.mk fun n =>
    ∑ m ∈ Finset.range (n + 1), (1 / (m.factorial : ℚ)) • coeff n (K ^ m)
```

## (a) Inverting a positive integer

**Problem.** Let $\iota:\mathbb Q\to A$ be the map that makes $A$ a $\mathbb Q$-algebra. Show for every natural number $n$ that

$$\iota\!\left(\frac1{n+1}\right)(n+1)=1\quad\text{in }A.$$

**Solution.** The integer $n+1$ in $A$ is $\iota(n+1)$. Since $\iota$ respects products, the left side is $\iota\!\left(\frac{1}{n+1}\cdot(n+1)\right)=\iota(1)=1$.

In Lean $\iota$ is `algebraMap ℚ A`. The step `h` identifies the integer with its image, and the rewriting then follows the line above.

```lean
/-- In a commutative `ℚ`-algebra every positive integer `n + 1` has an inverse. -/
theorem inv_mul_succ (n : ℕ) :
    algebraMap ℚ A (((n + 1 : ℕ) : ℚ)⁻¹) * ((n : A) + 1) = 1 := by
  have h : (n : A) + 1 = algebraMap ℚ A ((n + 1 : ℕ) : ℚ) := by simp
  rw [h, ← map_mul, inv_mul_cancel₀ (Nat.cast_ne_zero.mpr (Nat.succ_ne_zero n)), map_one]
```

## (b) Cancelling a positive integer

**Problem.** For $a,b\in A$, show that

$$a(n+1)=b(n+1)\quad\Longrightarrow\quad a=b .$$

**Solution.** Multiply both sides by $\iota(1/(n+1))$ and use (a). This is the division by 2, 3 or 4 needed later; it is available although $A$ need not be a field.

The tactic `linear_combination` receives the hypothesis multiplied by the inverse, together with (a) multiplied by $a-b$, and checks that the two combine to $a=b$.

```lean
/-- In a commutative `ℚ`-algebra a positive integer factor `n + 1` can be cancelled. -/
theorem cancel_succ (n : ℕ) {a b : A} (h : a * ((n : A) + 1) = b * ((n : A) + 1)) :
    a = b := by
  linear_combination algebraMap ℚ A (((n + 1 : ℕ) : ℚ)⁻¹) * h
    - (a - b) * inv_mul_succ (A := A) n
```

## (c) The zeroth coefficient

**Problem.** Show that the exponential series starts correctly:

$$[t^0]\exp K=1 .$$

**Solution.** At $n=0$ the defining sum has the single term $m=0$, which is $\frac1{0!}[t^0]K^0=1$. With the truncated definition this holds for every $K$, so the theorem has no hypothesis on the constant term.

```lean
/-- The exponential series starts with `1`. -/
theorem constantCoeff_cumulantExp (K : A⟦X⟧) : constantCoeff (cumulantExp K) = 1 := by
  rw [← coeff_zero_eq_constantCoeff_apply, cumulantExp, coeff_mk]
  simp
```

## (d) The differential equation of the exponential

**Problem.** Let $K$ have no constant term and let $G=\exp K$. Show that

$$G'=K'G,$$

where the prime is the formal derivative with respect to $t$.

**Solution.** Compare the coefficients of $t^n$. On the left,

$$[t^n]G'=(n+1)G_{n+1}=\sum_{m=0}^{n+1}\frac1{m!}[t^n](K^m)' .$$

The term $m=0$ is the derivative of a constant and vanishes. Shift the remaining index by one and use $(K^{m+1})'=(m+1)K^mK'$. Since $(m+1)/(m+1)!=1/m!$,

$$[t^n]G'=\sum_{m=0}^{n}\frac1{m!}[t^n](K'K^m).$$

On the right, the product rule for coefficients gives

$$[t^n](K'G)=\sum_{i+j=n}[t^i]K'\;[t^j]G .$$

Each $[t^j]G$ is a sum over $m\le j$. It may be extended to $m\le n$, because $[t^j]K^m=0$ for $m>j$. All inner sums now have the same range, so the order of summation can be exchanged:

$$[t^n](K'G)=\sum_{m=0}^{n}\frac1{m!}\sum_{i+j=n}[t^i]K'\,[t^j]K^m=\sum_{m=0}^{n}\frac1{m!}[t^n](K'K^m).$$

The two sides agree.

In the proof, `hlow` says that $K^m$ has no coefficients below order $m$, and `left` is the calculation for $G'$, with `Derivation.leibniz_pow` as the power rule and `hs` as the factorial identity. The extension of the range is `hG`, and `right` inserts it into the product. Finally `Finset.sum_comm` exchanges the sums.

```lean
/-- For `K` without constant term, `G = exp K` obeys the differential equation `G' = K' G`. -/
theorem derivative_cumulantExp (K : A⟦X⟧) (hK : constantCoeff K = 0) :
    d⁄dX A (cumulantExp K) = d⁄dX A K * cumulantExp K := by
  ext n
  -- the power `K^m` starts at order `m`
  have hlow : ∀ i m, i < m → coeff i (K ^ m) = 0 := fun i m h =>
    X_pow_dvd_iff.mp (pow_dvd_pow_of_dvd (X_dvd_iff.mpr hK) m) i h
  -- termwise differentiation lowers the factorial by one step
  have left : coeff n (d⁄dX A (cumulantExp K)) =
      ∑ m ∈ Finset.range (n + 1),
        (1 / (m.factorial : ℚ)) • coeff n (d⁄dX A K * K ^ m) := by
    rw [coeff_derivative, cumulantExp, coeff_mk, Finset.sum_range_succ', add_mul,
      Finset.sum_mul]
    have h0 : (1 / (Nat.factorial 0 : ℚ)) • coeff (n + 1) (K ^ 0) * ((n : A) + 1) = 0 := by
      simp [coeff_one]
    rw [h0, add_zero]
    refine Finset.sum_congr rfl fun m _ => ?_
    have hm : (m.factorial : ℚ) ≠ 0 := Nat.cast_ne_zero.mpr m.factorial_ne_zero
    have hs : 1 / ((m + 1).factorial : ℚ) * ((m + 1 : ℕ) : ℚ) = 1 / (m.factorial : ℚ) := by
      rw [Nat.factorial_succ]
      push_cast
      field_simp
    rw [smul_mul_assoc, ← coeff_derivative, Derivation.leibniz_pow, Nat.add_sub_cancel,
      smul_eq_mul, map_nsmul, ← Nat.cast_smul_eq_nsmul ℚ, smul_smul, hs, mul_comm (K ^ m)]
  have hG : ∀ j ≤ n, coeff j (cumulantExp K) =
      ∑ m ∈ Finset.range (n + 1), (1 / (m.factorial : ℚ)) • coeff j (K ^ m) := by
    intro j hj
    rw [cumulantExp, coeff_mk]
    refine Finset.sum_subset ?_ ?_
    · intro m hm
      rw [Finset.mem_range] at hm ⊢
      omega
    · intro m _ hm
      rw [Finset.mem_range] at hm
      rw [hlow j m (by omega), smul_zero]
  have right : ∀ p ∈ Finset.HasAntidiagonal.antidiagonal n,
      coeff p.1 (d⁄dX A K) * coeff p.2 (cumulantExp K) =
      ∑ m ∈ Finset.range (n + 1),
        (1 / (m.factorial : ℚ)) • (coeff p.1 (d⁄dX A K) * coeff p.2 (K ^ m)) := by
    intro p hp
    have hp' := Finset.HasAntidiagonal.mem_antidiagonal.mp hp
    rw [hG p.2 (by omega), Finset.mul_sum]
    exact Finset.sum_congr rfl fun m _ => mul_smul_comm _ _ _
  rw [left, coeff_mul, Finset.sum_congr rfl right, Finset.sum_comm]
  refine Finset.sum_congr rfl fun m _ => ?_
  rw [coeff_mul, Finset.smul_sum]
```

## (e) A recursion at every order

**Problem.** For $K$ without constant term, derive the relation between density matrices and cumulants

$$(n+1)\,G_{n+1}=\sum_{i=0}^{n}(i+1)\,K_{i+1}\,G_{n-i},\qquad G_0=1 .$$

**Solution.** Take the coefficient of $t^n$ in the equation from (d). The left side gives $(n+1)G_{n+1}$. On the right, $[t^i]K'=(i+1)K_{i+1}$ multiplies $G_j$ with $i+j=n$, hence $j=n-i$. The starting value $G_0=1$ is (c).

The Lean statement writes the factor $n+1$ to the right of $G_{n+1}$. Its proof replaces the sum over pairs $(i,j)$ by a sum over $i$ and then inserts the coefficients of the derivative.

```lean
/-- Recursion at every order, for `K` without constant term and `G = exp K`:
`(n+1) G_{n+1}` is the sum of `(i+1) K_{i+1} G_{n-i}` over `i = 0, …, n`. -/
theorem density_recursion (K : A⟦X⟧) (hK : constantCoeff K = 0) (n : ℕ) :
    coeff (n + 1) (cumulantExp K) * ((n : A) + 1) =
      ∑ i ∈ Finset.range (n + 1),
        ((i : A) + 1) * coeff (i + 1) K * coeff (n - i) (cumulantExp K) := by
  rw [← coeff_derivative, derivative_cumulantExp K hK, coeff_mul]
  refine (Finset.Nat.sum_antidiagonal_eq_sum_range_succ
    (fun i j => coeff i (d⁄dX A K) * coeff j (cumulantExp K)) n).trans ?_
  refine Finset.sum_congr rfl fun i _ => ?_
  simp only [coeff_derivative]
  ring
```

## (f) The decompositions up to four particles

**Problem.** For $K$ without constant term, show that

$$\begin{aligned}
G_1&=K_1,\\
G_2&=K_2+\tfrac12K_1^2,\\
G_3&=K_3+K_1K_2+\tfrac16K_1^3,\\
G_4&=K_4+K_1K_3+\tfrac12K_2^2+\tfrac12K_1^2K_2+\tfrac1{24}K_1^4 .
\end{aligned}$$

**Solution.** The recursion for $n=0,1,2,3$ reads

$$\begin{aligned}
G_1&=K_1,\\
2G_2&=K_1G_1+2K_2,\\
3G_3&=K_1G_2+2K_2G_1+3K_3,\\
4G_4&=K_1G_3+2K_2G_2+3K_3G_1+4K_4 .
\end{aligned}$$

The first line is the first claim. Inserting it into the second gives $2G_2=K_1^2+2K_2$, and division by 2 gives $G_2$. The third line becomes

$$3G_3=\left(K_1K_2+\tfrac12K_1^3\right)+2K_1K_2+3K_3=3K_3+3K_1K_2+\tfrac12K_1^3,$$

which is divided by 3. In the fourth line,

$$\begin{aligned}
4G_4&=\left(K_1K_3+K_1^2K_2+\tfrac16K_1^4\right)+\left(2K_2^2+K_1^2K_2\right)+3K_1K_3+4K_4\\
&=4K_4+4K_1K_3+2K_2^2+2K_1^2K_2+\tfrac16K_1^4,
\end{aligned}$$

and division by 4 completes the list.

The term $\tfrac12K_1^2$ is the antisymmetrised product from the two-orbital example, and $K_2$ is what correlation adds to it. In electronic structure theory, such identities let a three- or four-particle density matrix be approximated from lower ones by neglecting the highest cumulant; being purely algebraic, they give no estimate of the resulting error.

The theorem is a conjunction of the four equations, with `coeff 2 (cumulantExp K)` for $G_2$ and `•` for multiplication by a rational number. In the proof `r0` to `r3` are the four lines of the recursion, and `e2` and `e3` are the solved second and third orders. The facts `h2`, `h6` and `h24` supply the arithmetic of the fractions inside $A$, for example that two halves make 1. Each division is a use of (b), and each `linear_combination` inserts the lower orders into the next line.

```lean
/-- Cumulant decomposition of the one- to four-particle density matrices, the coefficients
of `exp K`, for a cumulant series `K` without constant term. -/
theorem density_decomposition (K : A⟦X⟧) (hK : constantCoeff K = 0) :
    coeff 1 (cumulantExp K) = coeff 1 K ∧
    coeff 2 (cumulantExp K) = coeff 2 K + (1 / 2 : ℚ) • coeff 1 K ^ 2 ∧
    coeff 3 (cumulantExp K) =
      coeff 3 K + coeff 1 K * coeff 2 K + (1 / 6 : ℚ) • coeff 1 K ^ 3 ∧
    coeff 4 (cumulantExp K) =
      coeff 4 K + coeff 1 K * coeff 3 K + (1 / 2 : ℚ) • coeff 2 K ^ 2
        + (1 / 2 : ℚ) • (coeff 1 K ^ 2 * coeff 2 K) + (1 / 24 : ℚ) • coeff 1 K ^ 4 := by
  have r0 := density_recursion K hK 0
  have r1 := density_recursion K hK 1
  have r2 := density_recursion K hK 2
  have r3 := density_recursion K hK 3
  norm_num [Finset.sum_range_succ, constantCoeff_cumulantExp] at r0 r1 r2 r3
  have h2 : algebraMap ℚ A (1 / 2) + algebraMap ℚ A (1 / 2) = 1 := by
    rw [← map_add]; norm_num
  have h6 : algebraMap ℚ A (1 / 6) + algebraMap ℚ A (1 / 6) + algebraMap ℚ A (1 / 6)
      = algebraMap ℚ A (1 / 2) := by
    rw [← map_add, ← map_add]; norm_num
  have h24 : algebraMap ℚ A (1 / 24) + algebraMap ℚ A (1 / 24) + algebraMap ℚ A (1 / 24)
      + algebraMap ℚ A (1 / 24) = algebraMap ℚ A (1 / 6) := by
    rw [← map_add, ← map_add, ← map_add]; norm_num
  simp only [Algebra.smul_def]
  -- solve the recursion order by order
  have e2 : coeff 2 (cumulantExp K) =
      coeff 2 K + algebraMap ℚ A (1 / 2) * coeff 1 K ^ 2 := by
    refine cancel_succ 1 ?_
    push_cast
    linear_combination r1 + coeff 1 K * r0 - coeff 1 K ^ 2 * h2
  have e3 : coeff 3 (cumulantExp K) = coeff 3 K + coeff 1 K * coeff 2 K
      + algebraMap ℚ A (1 / 6) * coeff 1 K ^ 3 := by
    refine cancel_succ 2 ?_
    push_cast
    linear_combination r2 + coeff 1 K * e2 + 2 * coeff 2 K * r0 - coeff 1 K ^ 3 * h6
  refine ⟨r0, e2, e3, cancel_succ 3 ?_⟩
  push_cast
  linear_combination r3 + coeff 1 K * e3 + 2 * coeff 2 K * e2 + 3 * coeff 3 K * r0
    - (2 * coeff 2 K ^ 2 + coeff 1 K ^ 2 * coeff 2 K) * h2 - coeff 1 K ^ 4 * h24
```

## (g) Only one solution starts with 1

**Problem.** Let $K$ have no constant term, and let $F$ be a power series with $[t^0]F=1$ and $F'=K'F$. Show that

$$F=\exp K .$$

**Solution.** Write $G=\exp K$. The zeroth coefficients agree by (c). Suppose that $F$ and $G$ agree up to order $n$. Both obey the same differential equation, so

$$(n+1)F_{n+1}=\sum_{i+j=n}[t^i]K'\,F_j=\sum_{i+j=n}[t^i]K'\,G_j=(n+1)G_{n+1},$$

because only orders $j\le n$ occur in the sums. Cancelling $n+1$ by (b) gives $F_{n+1}=G_{n+1}$.

The Lean proof is this strong induction, with `ih` as the agreement at lower orders.

```lean
/-- For `K` without constant term, a series `F` that starts with `1` and obeys `F' = K' F`
is `exp K`. -/
theorem eq_cumulantExp (K F : A⟦X⟧) (hK : constantCoeff K = 0)
    (hF : constantCoeff F = 1) (hd : d⁄dX A F = d⁄dX A K * F) : F = cumulantExp K := by
  ext n
  induction n using Nat.strong_induction_on with
  | _ n ih =>
    cases n with
    | zero => simp [hF, constantCoeff_cumulantExp]
    | succ n =>
      refine cancel_succ n ?_
      rw [← coeff_derivative, ← coeff_derivative, hd, derivative_cumulantExp K hK,
        coeff_mul, coeff_mul]
      refine Finset.sum_congr rfl fun p hp => ?_
      have hp' := Finset.HasAntidiagonal.mem_antidiagonal.mp hp
      rw [ih p.2 (by omega)]
```

## (h) Sums of cumulants and products of density matrices

**Problem.** For $K$ and $L$ without constant term, show that

$$\exp(K+L)=\exp K\cdot\exp L .$$

**Solution.** Let $F=\exp K\cdot\exp L$. It starts with $1\cdot1=1$. By the product rule and (d),

$$F'=K'\exp K\cdot\exp L+\exp K\cdot L'\exp L=(K+L)'F .$$

Since $K+L$ has no constant term, (g) gives $F=\exp(K+L)$.

For two independent, non-interacting subsystems whose generating series multiply, $K+L$ therefore serves as the cumulant series of the pair. Its $n$-particle term is the sum $K_n+L_n$, whereas the density matrices $G_n$ contain mixed products from $n=2$ on.

The code applies `eq_cumulantExp` to the product and verifies its three conditions; `Derivation.leibniz` is the product rule, and `ring` collects the terms.

```lean
/-- Cumulants are additive: for `K` and `L` without constant term, the generating series of
density matrices belonging to `K + L` is the product of those of `K` and `L`. -/
theorem cumulantExp_add (K L : A⟦X⟧) (hK : constantCoeff K = 0)
    (hL : constantCoeff L = 0) :
    cumulantExp (K + L) = cumulantExp K * cumulantExp L := by
  refine (eq_cumulantExp (K + L) _ (by simp [hK, hL])
    (by simp [constantCoeff_cumulantExp]) ?_).symm
  rw [Derivation.leibniz, smul_eq_mul, smul_eq_mul, derivative_cumulantExp K hK,
    derivative_cumulantExp L hL, map_add]
  ring


end DensityCumulants
```

```lean
#print axioms DensityCumulants.density_decomposition
#print axioms DensityCumulants.cumulantExp_add
```

```
'DensityCumulants.density_decomposition' depends on axioms: [propext, Classical.choice, Quot.sound]
'DensityCumulants.cumulantExp_add' depends on axioms: [propext, Classical.choice, Quot.sound]
```
